# Dual projectors of overlapping unit waves assign occupations above one

In the plane, the unit waves $\varphi_0=(1,0)$ and $\varphi_1=(3/5,4/5)$ have the dual projectors $p_0=(1,-3/4)$ and $p_1=(0,5/4)$. The normalised state $x=(4/5,-3/5)$ then has the occupation $\langle p_0,x\rangle^2=25/16$ in the first channel. More generally, if unit waves have dual projectors in their own span, all occupations of all normalised states stay at or below one exactly when the waves are orthonormal.

Squared projections of this kind appear on the diagonal of the one-centre density matrix in the projector augmented-wave method. In the present model, with a single orbital and the plain inner product, they cannot in general be read as probabilities.

## Occupation as a squared projection

Let $E$ be a real or complex inner product space. A projector $p\in E$ assigns to an orbital $x\in E$ the occupation

$$n_p(x)=|\langle p,x\rangle|^2 .$$

In Lean 4 with Mathlib:

```lean
import Mathlib

namespace DualProjectorOccupation

noncomputable section

variable {𝕜 E ι : Type*} [RCLike 𝕜] [NormedAddCommGroup E] [InnerProductSpace 𝕜 E]

variable (𝕜) in
/-- The occupation that the projector `p` assigns to the orbital `x`: the squared modulus of
their inner product. -/
def occupation (p x : E) : ℝ := ‖inner 𝕜 p x‖ ^ 2
```

The field `𝕜` is $\mathbb R$ or $\mathbb C$, and `inner 𝕜 p x` is linear in $x$ and conjugate-linear in $p$, as in Dirac notation. The space may have any dimension. It carries no augmentation spheres and no overlap operator, so "normalised" means $\|x\|=1$ in the ordinary norm.

## Duality within the span of the waves

Let $\varphi_i$ be the smooth waves. They stand for the smooth partial waves of the augmented-wave method and are here simply vectors of $E$. Their dual projectors satisfy

$$\langle p_i,\varphi_j\rangle=\delta_{ij},\qquad p_i\in\operatorname{span}\{\varphi_j\}.$$

The first condition makes $\langle p_i,x\rangle$ the coefficient of $\varphi_i$ whenever $x$ is a combination of the waves. The second excludes components of $p_i$ orthogonal to all the waves, which would leave the first condition intact but lengthen the projector.

```lean
variable (𝕜) in
/-- The projectors `p` are dual to the smooth waves `φ`: they are biorthogonal to the waves and
lie in the space spanned by them. -/
structure IsDualProjectors [DecidableEq ι] (φ p : ι → E) : Prop where
  dual : ∀ i j, inner 𝕜 (p i) (φ j) = if i = j then (1 : 𝕜) else 0
  mem_span : ∀ i, p i ∈ Submodule.span 𝕜 (Set.range φ)
```

The fields `dual` and `mem_span` are these two conditions. The existence of such projectors is assumed here, and it implies that the waves are linearly independent. The projectors of an actual augmented-wave data set are biorthogonal to the smooth waves but need not lie in their span.

## The largest occupation is the squared length of the projector

For $\|x\|=1$, the Cauchy-Schwarz inequality gives

$$|\langle p,x\rangle|^2\le\|p\|^2\|x\|^2=\|p\|^2 .$$

If $p\neq0$, the state $x=p/\|p\|$ is normalised and has $\langle p,x\rangle=\|p\|^2/\|p\|=\|p\|$, so the bound is reached.

```lean
/-- The largest occupation that a nonzero projector assigns to a normalised orbital is the
squared norm of the projector. -/
theorem isGreatest_occupation (p : E) (hp : p ≠ 0) :
    IsGreatest {n : ℝ | ∃ x : E, ‖x‖ = 1 ∧ occupation 𝕜 p x = n} (‖p‖ ^ 2) := by
  have hn : ‖p‖ ≠ 0 := norm_ne_zero_iff.mpr hp
  constructor
  · -- the bound is reached by the normalised projector itself
    refine ⟨((‖p‖⁻¹ : ℝ) : 𝕜) • p, ?_, ?_⟩
    · rw [norm_smul, RCLike.norm_ofReal, abs_of_nonneg (inv_nonneg.mpr (norm_nonneg p)),
        inv_mul_cancel₀ hn]
    · rw [occupation, inner_smul_right, inner_self_eq_norm_sq_to_K, norm_mul, norm_pow,
        RCLike.norm_ofReal, RCLike.norm_ofReal, abs_of_nonneg (inv_nonneg.mpr (norm_nonneg p)),
        abs_of_nonneg (norm_nonneg p)]
      field_simp
  · -- Cauchy-Schwarz
    rintro n ⟨x, hx, rfl⟩
    have h := norm_inner_le_norm (𝕜 := 𝕜) p x
    rw [hx, mul_one] at h
    exact pow_le_pow_left₀ (norm_nonneg _) h 2
```

The set in the statement collects the occupations of all normalised orbitals. `IsGreatest` says that $\|p\|^2$ belongs to this set and bounds it from above. The first half of the proof supplies $p/\|p\|$ and computes its norm and its occupation; the second squares the inequality `norm_inner_le_norm`.

## The excess over one is a squared distance

Let $\varphi$ be a unit wave with $\langle p,\varphi\rangle=1$. Expanding the square gives

$$\|p-\varphi\|^2=\|p\|^2-2\operatorname{Re}\langle p,\varphi\rangle+\|\varphi\|^2=\|p\|^2-1 .$$

The largest occupation is therefore $\|p\|^2=1+\|p-\varphi\|^2$. It equals one only if the projector coincides with its wave.

```lean
/-- For a unit wave `φ` and a projector `p` with `⟨p, φ⟩ = 1`, the largest occupation of a
normalised orbital exceeds one by the squared distance between projector and wave. -/
theorem isGreatest_occupation_of_dual (φ p : E) (hφ : ‖φ‖ = 1) (h : inner 𝕜 p φ = (1 : 𝕜)) :
    IsGreatest {n : ℝ | ∃ x : E, ‖x‖ = 1 ∧ occupation 𝕜 p x = n} (1 + ‖p - φ‖ ^ 2) := by
  have hp : p ≠ 0 := by
    rintro rfl
    simp at h
  have hs := norm_sub_sq (𝕜 := 𝕜) p φ
  rw [h, hφ, RCLike.one_re] at hs
  have he : 1 + ‖p - φ‖ ^ 2 = ‖p‖ ^ 2 := by linarith
  rw [he]
  exact isGreatest_occupation p hp
```

The expansion is `norm_sub_sq`, and the equality `he` rewrites the claim into the previous theorem. The projector cannot vanish, because its inner product with $\varphi$ is one. Membership in a span is not needed at this stage.

## Occupations stay at or below one exactly for orthonormal waves

Suppose first that no normalised orbital has an occupation above one. The largest occupation in channel $i$ is $1+\|p_i-\varphi_i\|^2$, so $\|p_i-\varphi_i\|^2\le0$ and $p_i=\varphi_i$. Duality then reads $\langle\varphi_i,\varphi_j\rangle=\delta_{ij}$.

Suppose conversely that the waves are orthonormal, and put $d_i=p_i-\varphi_i$. For every $j$,

$$\langle d_i,\varphi_j\rangle=\delta_{ij}-\delta_{ij}=0 ,$$

so $d_i$ is orthogonal to the whole span of the waves. It also lies in that span, since $p_i$ and $\varphi_i$ both do. Hence $\langle d_i,d_i\rangle=0$, so $d_i=0$, and the largest occupation is $1+0=1$.

```lean
/-- For unit smooth waves, the dual-projector occupations of every normalised orbital are at
most one if and only if the waves are orthonormal. -/
theorem occupation_le_one_iff_orthonormal [DecidableEq ι] (φ p : ι → E)
    (hφ : ∀ i, ‖φ i‖ = 1) (h : IsDualProjectors 𝕜 φ p) :
    (∀ i, ∀ x : E, ‖x‖ = 1 → occupation 𝕜 (p i) x ≤ 1) ↔ Orthonormal 𝕜 φ := by
  have g := fun i => isGreatest_occupation_of_dual (𝕜 := 𝕜) (φ i) (p i) (hφ i)
    (by simpa using h.dual i i)
  constructor
  · intro H
    -- the bound forces each projector to coincide with its wave
    have hp : ∀ i, p i = φ i := by
      intro i
      obtain ⟨x, hx, hn⟩ := (g i).1
      have h1 := H i x hx
      rw [hn] at h1
      have h2 : ‖p i - φ i‖ ^ 2 = 0 := le_antisymm (by linarith) (sq_nonneg _)
      exact sub_eq_zero.mp (norm_eq_zero.mp ((pow_eq_zero_iff two_ne_zero).mp h2))
    rw [orthonormal_iff_ite]
    intro i j
    have hd := h.dual i j
    rwa [hp i] at hd
  · intro ho i x hx
    -- the difference lies in the span of the waves and is orthogonal to it
    have hy : p i - φ i ∈ Submodule.span 𝕜 (Set.range φ) :=
      Submodule.sub_mem _ (h.mem_span i) (Submodule.subset_span ⟨i, rfl⟩)
    have h0 : inner 𝕜 (p i - φ i) (p i - φ i) = (0 : 𝕜) := by
      refine Submodule.span_induction
        (p := fun y _ => inner 𝕜 (p i - φ i) y = (0 : 𝕜)) ?_ ?_ ?_ ?_ hy
      · rintro _ ⟨j, rfl⟩
        rw [inner_sub_left, h.dual, orthonormal_iff_ite.mp ho i j, sub_self]
      · exact inner_zero_right _
      · intro y z _ _ hy hz
        simp only [inner_add_right, hy, hz, add_zero]
      · intro c y _ hy
        simp only [inner_smul_right, hy, mul_zero]
    have hz : ‖p i - φ i‖ = 0 := norm_eq_zero.mpr (inner_self_eq_zero.mp h0)
    have hb := (g i).2 ⟨x, hx, rfl⟩
    rw [hz] at hb
    linarith
```

The left side of the equivalence ranges over all channels `i` and all normalised `x`, including orbitals outside the span of the waves. The index type `ι` may be finite or infinite. In the first direction, `hp` is the identity $p_i=\varphi_i$. In the second, `Submodule.span_induction` extends orthogonality from the individual waves to their linear combinations, and `h0` applies it to $d_i$ itself.

The first direction uses the unit norms and biorthogonality, but not the span condition, which enters in the second. For a single unit wave the conditions force $p=\varphi$, and the largest occupation is one.

## Two waves: the overlap fixes the maximum

Let $s=\langle\varphi_0,\varphi_1\rangle$ be the overlap of two unit waves, and write $p_0=c_0\varphi_0+c_1\varphi_1$. Taking the inner products of $\varphi_0$ and $\varphi_1$ with $p_0$ turns duality into

$$c_0+s\,c_1=1,\qquad \bar s\,c_0+c_1=0 .$$

Subtracting $s$ times the second equation from the first gives $c_0(1-|s|^2)=1$. Duality also gives

$$\|p_0\|^2=\langle p_0,c_0\varphi_0+c_1\varphi_1\rangle=c_0 .$$

Therefore $\|p_0\|^2(1-|s|^2)=1$, and the largest occupation in this channel is

$$\|p_0\|^2=\frac{1}{1-|s|^2}.$$

```lean
/-- For two unit waves with overlap `s`, the largest occupation that the first dual projector
assigns to a normalised orbital is `1 / (1 - |s|²)`. -/
theorem isGreatest_occupation_two_waves (φ p : Fin 2 → E) (hφ : ∀ i, ‖φ i‖ = 1)
    (h : IsDualProjectors 𝕜 φ p) :
    IsGreatest {n : ℝ | ∃ x : E, ‖x‖ = 1 ∧ occupation 𝕜 (p 0) x = n}
      (1 / (1 - ‖inner 𝕜 (φ 0) (φ 1)‖ ^ 2)) := by
  obtain ⟨c, hc⟩ := (Submodule.mem_span_range_iff_exists_fun 𝕜).mp (h.mem_span 0)
  rw [Fin.sum_univ_two] at hc
  have h00 : inner 𝕜 (p 0) (φ 0) = (1 : 𝕜) := by simpa using h.dual 0 0
  have h01 : inner 𝕜 (p 0) (φ 1) = (0 : 𝕜) := by simpa using h.dual 0 1
  have hs : ∀ i, inner 𝕜 (φ i) (φ i) = (1 : 𝕜) := by
    intro i
    rw [inner_self_eq_norm_sq_to_K, hφ]
    simp
  -- the duality conditions as equations for the expansion coefficients
  have e1 : inner 𝕜 (φ 0) (p 0) = (1 : 𝕜) := by rw [← inner_conj_symm, h00, map_one]
  have e2 : inner 𝕜 (φ 1) (p 0) = (0 : 𝕜) := by rw [← inner_conj_symm, h01, map_zero]
  rw [← hc, inner_add_right, inner_smul_right, inner_smul_right, hs] at e1 e2
  have e3 : inner 𝕜 (p 0) (c 0 • φ 0 + c 1 • φ 1) = c 0 := by
    rw [inner_add_right, inner_smul_right, inner_smul_right, h00, h01]
    simp
  rw [hc, inner_self_eq_norm_sq_to_K] at e3
  have ss : inner 𝕜 (φ 0) (φ 1) * inner 𝕜 (φ 1) (φ 0)
      = ((‖inner 𝕜 (φ 0) (φ 1)‖ : ℝ) : 𝕜) ^ 2 := by
    rw [← inner_conj_symm (φ 1) (φ 0), RCLike.mul_conj]
  have hk : ((‖p 0‖ ^ 2 * (1 - ‖inner 𝕜 (φ 0) (φ 1)‖ ^ 2) : ℝ) : 𝕜) = ((1 : ℝ) : 𝕜) := by
    push_cast
    rw [e3]
    linear_combination e1 - inner 𝕜 (φ 0) (φ 1) * e2 + c 0 * ss
  have key := RCLike.ofReal_injective hk
  have hne : 1 - ‖inner 𝕜 (φ 0) (φ 1)‖ ^ 2 ≠ 0 := right_ne_zero_of_mul_eq_one key
  rw [← eq_div_of_mul_eq hne key]
  refine isGreatest_occupation (p 0) ?_
  intro hp
  rw [hp] at h00
  simp at h00
```

The equations `e1` and `e2` are the two conditions on the coefficients, `e3` is $\|p_0\|^2=c_0$, and `ss` is $s\bar s=|s|^2$. The `linear_combination` step performs the elimination. The resulting product equals one, so the denominator is nonzero; this follows from the existence of the dual projectors and is not a separate hypothesis.

At $s=0$ the maximum is one. As $|s|\to1$ it grows without bound: nearly parallel waves need long projectors to tell them apart.

## A pair of waves in the plane

The example takes two unit vectors with overlap $s=3/5$:

$$\varphi_0=(1,0),\qquad \varphi_1=(3/5,4/5).$$

```lean
/-- The smooth waves `(1, 0)` and `(3/5, 4/5)` in the plane. -/
def planeWaves : Fin 2 → EuclideanSpace ℝ (Fin 2) := ![!₂[1, 0], !₂[3 / 5, 4 / 5]]
```

The name `planeWaves` refers to vectors in the plane, not to plane waves $e^{i\mathbf k\cdot\mathbf r}$. The projector $p_0=(a,b)$ must satisfy $a=1$ and $\tfrac35a+\tfrac45b=0$, which gives $b=-\tfrac34$. For $p_1=(a,b)$ the conditions are $a=0$ and $\tfrac35a+\tfrac45b=1$, which gives $b=\tfrac54$.

```lean
/-- The projectors `(1, -3/4)` and `(0, 5/4)` in the plane. -/
def planeProjectors : Fin 2 → EuclideanSpace ℝ (Fin 2) := ![!₂[1, -3 / 4], !₂[0, 5 / 4]]
```

Both waves have unit length, since $(3/5)^2+(4/5)^2=1$. The projectors lie in the span of the waves through

$$p_0=\tfrac{25}{16}\varphi_0-\tfrac{15}{16}\varphi_1,\qquad p_1=-\tfrac{15}{16}\varphi_0+\tfrac{25}{16}\varphi_1 .$$

```lean
/-- The two waves in the plane have unit norm, and the two projectors are dual to them. -/
theorem planeProjectors_witness :
    (∀ i, ‖planeWaves i‖ = 1) ∧ IsDualProjectors ℝ planeWaves planeProjectors := by
  refine ⟨?_, ?_, ?_⟩
  · intro i
    fin_cases i <;> simp [planeWaves, EuclideanSpace.norm_eq, Fin.sum_univ_two]
    norm_num
  · intro i j
    fin_cases i <;> fin_cases j <;>
      simp [planeWaves, planeProjectors, PiLp.inner_apply, Fin.sum_univ_two]
    norm_num
  · intro i
    rw [Submodule.mem_span_range_iff_exists_fun]
    fin_cases i
    · refine ⟨![25 / 16, -15 / 16], ?_⟩
      ext k
      fin_cases k <;> simp [planeWaves, planeProjectors, Fin.sum_univ_two] <;> norm_num
    · refine ⟨![-15 / 16, 25 / 16], ?_⟩
      ext k
      fin_cases k <;> simp [planeWaves, planeProjectors, Fin.sum_univ_two] <;> norm_num
```

The theorem verifies the norms, the four duality relations and the two expansions component by component. The general theorems therefore apply to this pair.

## A normalised state with occupation 25/16

The state $x=(4/5,-3/5)$ has norm one, and

$$\langle p_0,x\rangle=\tfrac45+\tfrac34\cdot\tfrac35=\tfrac54,\qquad \langle p_0,x\rangle^2=\tfrac{25}{16}.$$

Since $\|p_0\|=5/4$, this state is $p_0/\|p_0\|$. It attains the maximum $1/(1-9/25)=25/16$ for the overlap $3/5$.

```lean
/-- The state `(4/5, -3/5)` is normalised, and the projector `(1, -3/4)` assigns it the occupation
`25/16`. -/
theorem occupation_exceeds_one :
    ‖(!₂[4 / 5, -3 / 5] : EuclideanSpace ℝ (Fin 2))‖ = 1 ∧
      occupation ℝ (planeProjectors 0) !₂[4 / 5, -3 / 5] = 25 / 16 := by
  constructor
  · simp [EuclideanSpace.norm_eq, Fin.sum_univ_two]
    norm_num
  · have hi : inner ℝ (planeProjectors 0) !₂[4 / 5, -3 / 5] = (5 / 4 : ℝ) := by
      simp [planeProjectors, PiLp.inner_apply, Fin.sum_univ_two]
      norm_num
    rw [occupation, hi, Real.norm_eq_abs, sq_abs]
    norm_num

end

end DualProjectorOccupation
```

The first part of the statement is the normalisation and the second is the occupation. The intermediate fact `hi` is the inner product $5/4$, which is then squared.

A model closer to augmented-wave practice would normalise orbitals by $\langle x,Sx\rangle=1$ with an overlap operator $S$. For a positive definite $S$ in finite dimension, the same Cauchy-Schwarz argument, applied by hand to $S^{1/2}x$, replaces the maximum $\|p\|^2$ by $\langle p,S^{-1}p\rangle$. Whether occupations exceed one would then depend on $S$ as well as on the overlaps of the smooth waves.

```lean
#print axioms DualProjectorOccupation.occupation_le_one_iff_orthonormal
#print axioms DualProjectorOccupation.isGreatest_occupation_two_waves
#print axioms DualProjectorOccupation.occupation_exceeds_one
```

```
'DualProjectorOccupation.occupation_le_one_iff_orthonormal' depends on axioms: [propext, Classical.choice, Quot.sound]
'DualProjectorOccupation.isGreatest_occupation_two_waves' depends on axioms: [propext, Classical.choice, Quot.sound]
'DualProjectorOccupation.occupation_exceeds_one' depends on axioms: [propext, Classical.choice, Quot.sound]
```
